# Appending one symbol to a configuration of n symbols leaves its first m ≤ n symbols unchanged

A configuration here is a finite string of n symbols, such as the local states of n sites in a chain, with the symbols drawn from an arbitrary type `α`. The lemma `pre_push` says that if m ≤ n, then appending a symbol `s` to a configuration `y` and keeping the first m symbols gives the same result as keeping the first m symbols of `y` itself. It concerns configurations only; no amplitude, probability or normalisation enters. The attempt compares the two sides at each position `j`, then appeals to Mathlib's `Fin.snoc_castSucc`, which says that a string extended by one entry keeps its old entries at the old positions.

An attempt in Lean 4 with a fault in it:

```lean
import Mathlib

open Finset

namespace AutoregressiveWavefunction

noncomputable section

variable {α : Type*}

/-- The first `m` symbols of a configuration of `n` symbols. -/
def pre {m n : ℕ} (h : m ≤ n) (x : Fin n → α) : Fin m → α := fun j => x (Fin.castLE h j)

/-- The configuration `y` followed by one more symbol `s`. -/
def push {n : ℕ} (y : Fin n → α) (s : α) : Fin (n + 1) → α :=
  Fin.snoc (α := fun _ => α) y s

private lemma pre_push {m n : ℕ} (h : m ≤ n) (h' : m ≤ n + 1) (y : Fin n → α) (s : α) :
    pre h' (push y s) = pre h y := by
  funext j
  exact Fin.snoc_castSucc (α := fun _ => α) ..

end

end AutoregressiveWavefunction
```

Lean reports:

```
Main.lean:21:2: error: Type mismatch
  Fin.snoc_castSucc ?m.30 ?m.31 ?m.32
has type
  Fin.snoc ?m.31 ?m.30 (Fin.castSucc ?m.32) = ?m.31 ?m.32
but is expected to have type
  pre h' (push y s) j = pre h y j
```

After these edits no error is left:

```diff
@@ -19,5 +19,5 @@
     pre h' (push y s) = pre h y := by
   funext j
-  exact Fin.snoc_castSucc (α := fun _ => α) ..
+  exact Fin.snoc_castSucc (α := fun _ => α) s y (Fin.castLE h j)
 
 end
```

The message reports a type mismatch between `Fin.snoc_castSucc` and the goal. The lemma is the right one, but the `..` left its three explicit arguments for Lean to infer: the appended symbol, the original string and the position. They appear in the message as the unknowns `?m.30`, `?m.31` and `?m.32`.

The position is the difficulty. The goal, once `pre` and `push` are unfolded, reads the extended string at `Fin.castLE h' j`, where `j` lies in `Fin m`, while the lemma reads it at `Fin.castSucc` of an unknown element of `Fin n`. To match them Lean would have to come up with `Fin.castLE h j`, the copy of `j` in `Fin n`, which uses the hypothesis `h` and appears nowhere on the left-hand side. Unification does not construct it.

The repair supplies all three arguments: `s`, `y` and `Fin.castLE h j`. Lean then has only to check that the two statements agree by unfolding definitions, and they do, since both positions in the extended string have the same underlying number as `j`.
